# From any positive start, the critical mean-field iteration m ↦ tanh m decays like √(3/(2n))

## How slowly does the magnetization die out at the critical point?

An Ising magnet in zero external field is treated in mean-field theory: each spin feels the average magnetization $m$ of its neighbours and responds with $\tanh(Km)$, where $K=zJ/(k_BT)$ for $z$ neighbours, each coupled with strength $J>0$, at temperature $T$. I solve for $m$ by feeding the response back in, $m_{n+1}=\tanh(Km_n)$. For $0<K<1$ the iterates vanish geometrically. At $K=1$, the mean-field critical point, the response has slope 1 at $m=0$ and they crawl. I believe that $n\,m_n^2\to 3/2$ for every $m_0>0$, so that the decay is algebraic. Can this be made rigorous, with a proof checked by machine?

## The inverse square grows by nearly 2/3 per step at late times

Yes. The argument follows $1/m_n^2$, which grows almost linearly in $n$.

**Decrease to zero.** Let $g(x)=x\cosh x-\sinh x$. Then $g(0)=0$ and $g'(x)=x\sinh x>0$ for $x>0$, so $\sinh x<x\cosh x$ and $0<\tanh x<x$. At $K=1$ the iterates therefore stay positive and decrease strictly, so they have a limit $l\ge 0$. By continuity $l\cosh l=\sinh l$, which rules out $l>0$. Hence $m_n\to0$.

**The increment.** Write $\sinh x=x(1+x^2q)$ with $q=(\sinh x-x)/x^3$, which tends to $1/6$ as $x\to0^+$. Since $\cosh^2x=1+\sinh^2x$,

$$\frac1{\tanh^2x}-\frac1{x^2}=1+\frac1{\sinh^2x}-\frac1{x^2}=1-\frac{q(2+x^2q)}{(1+x^2q)^2}\longrightarrow 1-\frac13=\frac23 .$$

**Averaging.** Put $d_k=1/m_{k+1}^2-1/m_k^2$. Because $m_k\to0^+$, $d_k\to2/3$. The sum telescopes, so for $n\ge1$

$$\frac1{n\,m_n^2}=\frac1{n\,m_0^2}+\frac1n\sum_{k=0}^{n-1}d_k\longrightarrow\frac23 ,$$

and inversion gives $n\,m_n^2\to3/2$. Taking square roots, $\sqrt n\,m_n\to\sqrt{3/2}$, whatever the positive start.

**No geometric bound.** For $0\le r<1$ and any real $C$, $n(Cr^n)^2\to0$ while $n\,m_n^2\to3/2$. Eventually $(Cr^n)^2<m_n^2$, and since $m_n>0$ this gives $Cr^n<m_n$. By contrast, $\tanh(Km)<Km$ yields $0<m_n\le K^nm_0$ for any $K>0$, which is a decaying bound when $K<1$.

Here is the complete Lean file.

```lean
import Mathlib

open Filter Topology

namespace CriticalSlowingDown

noncomputable section

/-- One mean-field update of the magnetization `m` at reduced coupling `K`. -/
def meanFieldStep (K m : ℝ) : ℝ := Real.tanh (K * m)

/-- The magnetization after `n` mean-field updates, starting from `m₀`. -/
def magnetization (K m₀ : ℝ) : ℕ → ℝ
  | 0 => m₀
  | n + 1 => meanFieldStep K (magnetization K m₀ n)

/-- At coupling `K = 1` the update rule is `m(n+1) = tanh (m(n))`. -/
theorem critical_succ (m₀ : ℝ) (n : ℕ) :
    magnetization 1 m₀ (n + 1) = Real.tanh (magnetization 1 m₀ n) := by
  simp only [magnetization, meanFieldStep, one_mul]

/-- For a positive field `x`, `sinh x` lies strictly below `x cosh x`. -/
theorem sinh_lt_mul_cosh {x : ℝ} (hx : 0 < x) : Real.sinh x < x * Real.cosh x := by
  have hd : ∀ y : ℝ, HasDerivAt (fun y => y * Real.cosh y - Real.sinh y)
      (y * Real.sinh y) y := fun y => by
    have h := ((hasDerivAt_id' y).fun_mul (Real.hasDerivAt_cosh y)).fun_sub
      (Real.hasDerivAt_sinh y)
    exact h.congr_deriv (by ring)
  -- the difference vanishes at zero and has positive derivative
  have hmono : StrictMonoOn (fun y => y * Real.cosh y - Real.sinh y) (Set.Ici (0 : ℝ)) := by
    apply strictMonoOn_of_deriv_pos (convex_Ici 0)
    · exact fun y _ => (hd y).continuousAt.continuousWithinAt
    · intro y hy
      rw [interior_Ici] at hy
      rw [(hd y).deriv]
      exact mul_pos hy (Real.sinh_pos_iff.2 hy)
  have h := hmono (Set.mem_Ici.2 le_rfl) (Set.mem_Ici.2 hx.le) hx
  simp only [Real.sinh_zero, zero_mul, sub_zero] at h
  linarith

/-- The mean-field response to a positive field is positive and strictly smaller than
the field. -/
theorem tanh_pos_and_lt {x : ℝ} (hx : 0 < x) : 0 < Real.tanh x ∧ Real.tanh x < x := by
  rw [Real.tanh_eq_sinh_div_cosh]
  exact ⟨div_pos (Real.sinh_pos_iff.2 hx) (Real.cosh_pos x),
    (div_lt_iff₀ (Real.cosh_pos x)).2 (sinh_lt_mul_cosh hx)⟩

/-- At any coupling `K > 0`, a positive initial magnetization stays positive and is bounded
by `K ^ n * m₀` after `n` updates. -/
theorem magnetization_pos_and_le {K m₀ : ℝ} (hK : 0 < K) (h₀ : 0 < m₀) (n : ℕ) :
    0 < magnetization K m₀ n ∧ magnetization K m₀ n ≤ K ^ n * m₀ := by
  induction n with
  | zero => simp [magnetization, h₀]
  | succ n ih =>
    have h := tanh_pos_and_lt (mul_pos hK ih.1)
    refine ⟨h.1, h.2.le.trans ?_⟩
    calc K * magnetization K m₀ n ≤ K * (K ^ n * m₀) :=
          mul_le_mul_of_nonneg_left ih.2 hK.le
      _ = K ^ (n + 1) * m₀ := by ring

/-- The leading nonlinearity of `sinh` at small positive field is `x ^ 3 / 6`. -/
theorem tendsto_sinh_cubic :
    Tendsto (fun x : ℝ => (Real.sinh x - x) / x ^ 3) (𝓝[>] 0) (𝓝 (1 / 6)) := by
  have hb : ∀ᶠ x : ℝ in 𝓝[>] 0, ‖(Real.sinh x - x) / x ^ 3 - 1 / 6‖ ≤ x ^ 2 := by
    filter_upwards [Ioo_mem_nhdsGT (zero_lt_one' ℝ)] with x hx
    have hx0 : 0 < x := hx.1
    have ha : |x| ≤ 1 := by rw [abs_of_pos hx0]; exact hx.2.le
    have hp : 0 < x ^ 5 := pow_pos hx0 5
    -- Taylor bounds for exp x and exp (-x)
    have h1 := Real.exp_bound ha (n := 5) (by norm_num)
    have h2 := Real.exp_bound (x := -x) (by rwa [abs_neg]) (n := 5) (by norm_num)
    rw [abs_of_pos hx0] at h1
    rw [abs_neg x, abs_of_pos hx0] at h2
    have h1' := abs_le.1 h1
    have h2' := abs_le.1 h2
    obtain ⟨a1, a2⟩ := h1'
    obtain ⟨b1, b2⟩ := h2'
    norm_num [Finset.sum_range_succ, Nat.factorial] at a1 a2 b1 b2
    have h5 : |Real.sinh x - (x + x ^ 3 / 6)| ≤ x ^ 5 := by
      rw [Real.sinh_eq, abs_le]
      constructor <;> nlinarith
    have he : (Real.sinh x - x) / x ^ 3 - 1 / 6
        = (Real.sinh x - (x + x ^ 3 / 6)) / x ^ 3 := by
      field_simp
      ring
    rw [he, Real.norm_eq_abs, abs_div, abs_of_pos (pow_pos hx0 3),
      div_le_iff₀ (pow_pos hx0 3)]
    calc _ ≤ x ^ 5 := h5
      _ = x ^ 2 * x ^ 3 := by ring
  exact tendsto_iff_norm_sub_tendsto_zero.2
    (squeeze_zero' (Eventually.of_forall fun _ => norm_nonneg _) hb
      (((continuous_pow 2).tendsto' (0 : ℝ) 0 (by norm_num)).mono_left nhdsWithin_le_nhds))

/-- As a positive magnetization tends to zero, one critical update raises the inverse square of the
magnetization by an amount that tends to `2/3`. -/
theorem tendsto_inverse_square_increment :
    Tendsto (fun x : ℝ => 1 / Real.tanh x ^ 2 - 1 / x ^ 2) (𝓝[>] 0) (𝓝 (2 / 3)) := by
  have hq := tendsto_sinh_cubic
  have hx2 : Tendsto (fun x : ℝ => x ^ 2) (𝓝[>] 0) (𝓝 0) :=
    ((continuous_pow 2).tendsto' (0 : ℝ) 0 (by norm_num)).mono_left nhdsWithin_le_nhds
  -- express the increment through q = (sinh x - x) / x ^ 3
  have key : ∀ x : ℝ, 0 < x → 1 / Real.tanh x ^ 2 - 1 / x ^ 2 =
      1 - ((Real.sinh x - x) / x ^ 3 * (2 + x ^ 2 * ((Real.sinh x - x) / x ^ 3))) /
        (1 + x ^ 2 * ((Real.sinh x - x) / x ^ 3)) ^ 2 := by
    intro x hx
    have hs : 0 < Real.sinh x := Real.sinh_pos_iff.2 hx
    rw [Real.tanh_eq_sinh_div_cosh, div_pow, one_div_div, Real.cosh_sq]
    generalize Real.sinh x = s at hs
    have e1 : 1 + x ^ 2 * ((s - x) / x ^ 3) = s / x := by
      field_simp
      ring
    have e2 : 2 + x ^ 2 * ((s - x) / x ^ 3) = (s + x) / x := by
      field_simp
      ring
    rw [e1, e2]
    field_simp
    ring
  have h := (tendsto_const_nhds (x := (1 : ℝ))).sub
    ((hq.mul ((tendsto_const_nhds (x := (2 : ℝ))).add (hx2.mul hq))).div
      (((tendsto_const_nhds (x := (1 : ℝ))).add (hx2.mul hq)).pow 2) (by norm_num))
  have e : (1 : ℝ) - (1 / 6 * (2 + 0 * (1 / 6))) / (1 + 0 * (1 / 6)) ^ 2 = 2 / 3 := by
    norm_num
  rw [e] at h
  refine h.congr' ?_
  filter_upwards [self_mem_nhdsWithin] with x hx
  exact (key x hx).symm

/-- At the critical coupling `K = 1` and from any `m₀ > 0`, the magnetization decreases strictly,
tends to zero, and `n * m(n) ^ 2` tends to `3/2`. -/
theorem critical_slowing_down {m₀ : ℝ} (h₀ : 0 < m₀) :
    StrictAnti (magnetization 1 m₀) ∧
    Tendsto (magnetization 1 m₀) atTop (𝓝 0) ∧
    Tendsto (fun n : ℕ => (n : ℝ) * magnetization 1 m₀ n ^ 2) atTop (𝓝 (3 / 2)) := by
  have hpos : ∀ n, 0 < magnetization 1 m₀ n :=
    fun n => (magnetization_pos_and_le one_pos h₀ n).1
  have hanti : StrictAnti (magnetization 1 m₀) := strictAnti_nat_of_succ_lt fun n => by
    rw [critical_succ]
    exact (tanh_pos_and_lt (hpos n)).2
  -- the monotone limit is a fixed point, hence zero
  have hzero : Tendsto (magnetization 1 m₀) atTop (𝓝 0) := by
    obtain ⟨l, hl⟩ : ∃ l, Tendsto (magnetization 1 m₀) atTop (𝓝 l) :=
      ⟨_, tendsto_atTop_ciInf hanti.antitone
        ⟨0, by rintro _ ⟨n, rfl⟩; exact (hpos n).le⟩⟩
    have hl0 : 0 ≤ l := ge_of_tendsto' hl fun n => (hpos n).le
    have hL := (hl.comp (tendsto_add_atTop_nat 1)).mul
      ((Real.continuous_cosh.tendsto l).comp hl)
    have hR : Tendsto (fun n => Real.sinh (magnetization 1 m₀ n)) atTop
        (𝓝 (l * Real.cosh l)) := by
      refine hL.congr fun n => ?_
      have hc := (Real.cosh_pos (magnetization 1 m₀ n)).ne'
      simp only [Function.comp_apply, critical_succ, Real.tanh_eq_sinh_div_cosh]
      field_simp
    have hfix := tendsto_nhds_unique hR ((Real.continuous_sinh.tendsto l).comp hl)
    rcases hl0.eq_or_lt with h | h
    · rwa [← h] at hl
    · exact absurd hfix (sinh_lt_mul_cosh h).ne'
  refine ⟨hanti, hzero, ?_⟩
  have hw : Tendsto (magnetization 1 m₀) atTop (𝓝[>] 0) :=
    tendsto_nhdsWithin_iff.2 ⟨hzero, Eventually.of_forall hpos⟩
  have hu : Tendsto (fun n => 1 / magnetization 1 m₀ (n + 1) ^ 2
      - 1 / magnetization 1 m₀ n ^ 2) atTop (𝓝 (2 / 3)) := by
    refine (tendsto_inverse_square_increment.comp hw).congr fun n => ?_
    simp only [Function.comp_apply, critical_succ]
  -- average the telescoping increments
  have hinv : Tendsto (fun n : ℕ => (n : ℝ)⁻¹) atTop (𝓝 0) :=
    tendsto_inv_atTop_zero.comp tendsto_natCast_atTop_atTop
  have hs := hu.cesaro.add (hinv.mul_const (1 / magnetization 1 m₀ 0 ^ 2))
  rw [zero_mul, add_zero] at hs
  have ht := hs.inv₀ (by norm_num)
  rw [show ((2 : ℝ) / 3)⁻¹ = 3 / 2 by norm_num] at ht
  refine ht.congr fun n => ?_
  have hsum := Finset.sum_range_sub (fun k => 1 / magnetization 1 m₀ k ^ 2) n
  rw [hsum, ← mul_add, sub_add_cancel, mul_inv, inv_inv, one_div, inv_inv]

/-- At the critical coupling, `√n * m(n)` tends to `√(3/2)` for every positive initial
magnetization. -/
theorem critical_amplitude {m₀ : ℝ} (h₀ : 0 < m₀) :
    Tendsto (fun n : ℕ => √(n : ℝ) * magnetization 1 m₀ n) atTop (𝓝 √(3 / 2)) := by
  refine (critical_slowing_down h₀).2.2.sqrt.congr fun n => ?_
  rw [Real.sqrt_mul (Nat.cast_nonneg n),
    Real.sqrt_sq (magnetization_pos_and_le one_pos h₀ n).1.le]

/-- At the critical coupling and from any `m₀ > 0`, the magnetization eventually exceeds each
geometric sequence `C * r ^ n` with `0 ≤ r < 1`. -/
theorem critical_not_geometric {m₀ : ℝ} (h₀ : 0 < m₀) (C : ℝ) {r : ℝ}
    (hr : 0 ≤ r) (hr1 : r < 1) :
    ∀ᶠ n : ℕ in atTop, C * r ^ n < magnetization 1 m₀ n := by
  have hg : Tendsto (fun n : ℕ => (n : ℝ) * (C * r ^ n) ^ 2) atTop (𝓝 0) := by
    have h := (tendsto_self_mul_const_pow_of_lt_one (sq_nonneg r)
      (by nlinarith : r ^ 2 < 1)).const_mul (C ^ 2)
    rw [mul_zero] at h
    refine h.congr fun n => ?_
    ring
  -- compare the squares after multiplication by n
  filter_upwards [hg.eventually_lt (critical_slowing_down h₀).2.2 (by norm_num)] with n hn
  by_contra hcon
  have hle := pow_le_pow_left₀ (magnetization_pos_and_le one_pos h₀ n).1.le
    (not_lt.1 hcon) 2
  exact absurd hn (not_lt_of_ge (mul_le_mul_of_nonneg_left hle (Nat.cast_nonneg n)))

end

end CriticalSlowingDown
```

```lean
#print axioms CriticalSlowingDown.tanh_pos_and_lt
-- 'CriticalSlowingDown.tanh_pos_and_lt' depends on axioms: [propext, Classical.choice, Quot.sound]
#print axioms CriticalSlowingDown.critical_amplitude
-- 'CriticalSlowingDown.critical_amplitude' depends on axioms: [propext, Classical.choice, Quot.sound]
#print axioms CriticalSlowingDown.critical_not_geometric
-- 'CriticalSlowingDown.critical_not_geometric' depends on axioms: [propext, Classical.choice, Quot.sound]
```

### What the theorems say about the magnet

`meanFieldStep K m` is the response $\tanh(Km)$, and `magnetization K m₀ n` is $m_n$, with `n` counting updates from zero. The main theorem, `critical_slowing_down`, sets `K` to 1 and assumes only `0 < m₀`. Its three conclusions are strict decrease (`StrictAnti`), convergence to 0, and convergence of $n\,m_n^2$ to $3/2$. In `critical_not_geometric`, `∀ᶠ n : ℕ in atTop` means "for all sufficiently large $n$"; the threshold may depend on $C$, $r$ and $m_0$.

The mean-field equation is taken as the starting point, not derived from a spin Hamiltonian, and $n$ is an iteration count, not physical time. For self-consistent calculations, the result shows in this one-variable, undamped model that reaching a magnetization $\varepsilon$ at criticality from a fixed $m_0>0$ takes about $3/(2\varepsilon^2)$ updates once $\varepsilon$ is small enough, in particular far below $m_0$.

Positivity of the start matters: if $m_0=0$, every $m_n$ is 0, so the sequence does not decrease strictly and $n\,m_n^2\to0$.

### How the Lean proof follows the calculation

`sinh_lt_mul_cosh` is the derivative argument for $g$, and `tanh_pos_and_lt` divides by $\cosh x$. Induction then gives `magnetization_pos_and_le`.

`tendsto_sinh_cubic` applies `Real.exp_bound` to $e^x$ and $e^{-x}$ for $0<x<1$. This gives $|\sinh x-x-x^3/6|\le x^5$, so $q$ lies within $x^2$ of $1/6$, and a squeeze finishes the limit. In `tendsto_inverse_square_increment`, the step `key` is the displayed identity in $q$.

Within the main theorem, `hzero` passes to the limit in $m_{n+1}\cosh m_n=\sinh m_n$, and `hu` is the limit $d_n\to2/3$. Then `hu.cesaro` averages the increments, `Finset.sum_range_sub` telescopes them, and `inv₀` inverts the limit. `critical_amplitude` takes the square root, and `critical_not_geometric` compares squares multiplied by $n$.
